# The fermionic swap exchanges two modes and leaves the others unchanged

Let $c_k$ be fermionic annihilation operators obeying the canonical anticommutation relations (CAR), and let $i\neq j$ label two of the modes. The operator

$$F = 1 + c_i^\dagger c_j + c_j^\dagger c_i - c_i^\dagger c_i - c_j^\dagger c_j$$

is self-adjoint, satisfies $F^2=1$, and exchanges the two modes: $F c_i F = c_j$ and $F c_j F = c_i$. Every other mode obeys $F c_k F = c_k$.

The physical problem is to relabel two fermionic modes by a unitary operation while keeping the exchange sign right. In quantum simulation of electrons such swaps bring distant modes next to each other in a Jordan-Wigner ordering; the Hamiltonians treated below have only hopping and density-density couplings.

## The relations and the operator

```lean
import Mathlib

open Finset

namespace FermionicSwap

variable {ι R : Type*} [Ring R] [StarRing R]
```

The operators live in `R`, a ring that need not be commutative, with an operation `star` that plays the part of $\dagger$: it is additive, reverses products and is its own inverse. The modes are labelled by an arbitrary type `ι`, finite or infinite. No Hilbert space is needed.

```lean
/-- The canonical anticommutation relations for a family of annihilation operators `c k`,
with creation operators `star (c k)`. -/
structure CAR (c : ι → R) : Prop where
  sq : ∀ i, c i * c i = 0
  anti : ∀ i j, i ≠ j → c i * c j + c j * c i = 0
  mixed_self : ∀ i, c i * star (c i) + star (c i) * c i = 1
  mixed : ∀ i j, i ≠ j → c i * star (c j) + star (c j) * c i = 0
```

`CAR c` is the hypothesis that the family `c` is fermionic. Its four fields say, with $\{a,b\}=ab+ba$,

$$c_i^2=0,\qquad \{c_i,c_j\}=0,\qquad \{c_i,c_i^\dagger\}=1,\qquad \{c_i,c_j^\dagger\}=0,$$

where the second and fourth are for $i\neq j$. The first is the Pauli principle. It has its own field because $\{c_i,c_i\}=0$ gives only $2c_i^2=0$, and a general ring may have nonzero elements whose double vanishes.

```lean
/-- The fermionic swap of modes `i` and `j`: one plus the hopping between the two modes,
minus their occupation numbers. -/
def fswap (c : ι → R) (i j : ι) : R :=
  1 + star (c i) * c j + star (c j) * c i - star (c i) * c i - star (c j) * c j
```

This is $F$, written `fswap c i j`. The definition does not require $i\neq j$; for $i=j$ the terms cancel and $F=1$.

## The difference mode

```lean
/-- The fermionic swap is `1 - d† d`, with `d = c i - c j` the (unnormalised) difference mode. -/
theorem fswap_eq (c : ι → R) (i j : ι) :
    fswap c i j = 1 - star (c i - c j) * (c i - c j) := by
  rw [fswap, star_sub]
  noncomm_ring
```

Put $d=c_i-c_j$. Then

$$d^\dagger d = c_i^\dagger c_i - c_i^\dagger c_j - c_j^\dagger c_i + c_j^\dagger c_j,$$

so $F=1-d^\dagger d$. The tactic `noncomm_ring` does this expansion, keeping the order of the factors. Over the complex numbers the normalised mode is $f=d/\sqrt2$, and $F=1-2f^\dagger f$: the swap multiplies a state by $-1$ if the antisymmetric orbital is occupied in it, and leaves the state unchanged if that orbital is empty.

```lean
/-- The fermionic swap is self-adjoint. -/
theorem fswap_selfAdjoint (c : ι → R) (i j : ι) : IsSelfAdjoint (fswap c i j) := by
  change star (fswap c i j) = fswap c i j
  simp only [fswap, star_sub, star_add, star_one, star_mul, star_star]
  abel
```

Under $\dagger$ the two hopping terms change places, and $1$ and the occupation numbers stay as they are. Hence $F^\dagger=F$, without any use of the CAR.

```lean
/-- For distinct modes obeying the CAR, the difference mode `d = c i - c j` squares to zero
and satisfies `d d† + d† d = 2`. -/
theorem difference_mode {c : ι → R} (h : CAR c) {i j : ι} (hij : i ≠ j) :
    (c i - c j) * (c i - c j) = 0 ∧
      (c i - c j) * star (c i - c j) + star (c i - c j) * (c i - c j) = 2 := by
  constructor
  · linear_combination (norm := noncomm_ring) h.sq i + h.sq j - h.anti i j hij
  · rw [star_sub, ← one_add_one_eq_two]
    linear_combination (norm := noncomm_ring)
      h.mixed_self i + h.mixed_self j - h.mixed i j hij - h.mixed j i hij.symm
```

By the CAR,

$$d^2 = c_i^2 + c_j^2 - \{c_i,c_j\} = 0,$$

$$\{d,d^\dagger\} = \{c_i,c_i^\dagger\} + \{c_j,c_j^\dagger\} - \{c_i,c_j^\dagger\} - \{c_j,c_i^\dagger\} = 2.$$

The Lean proof names the same sums. `linear_combination` takes a combination of known equations, here fields of `h : CAR c`, and checks that it yields the goal after expansion.

```lean
/-- For distinct modes obeying the CAR, the fermionic swap squares to one. -/
theorem fswap_sq {c : ι → R} (h : CAR c) {i j : ι} (hij : i ≠ j) :
    fswap c i j * fswap c i j = 1 := by
  obtain ⟨h1, h2⟩ := difference_mode h hij
  rw [fswap_eq]
  generalize c i - c j = d at h1 h2 ⊢
  linear_combination (norm := noncomm_ring) star d * h2 * d - star d * star d * h1
```

Expanding the square gives $F^2 = 1 - 2d^\dagger d + d^\dagger(dd^\dagger)d$. With $dd^\dagger = 2-d^\dagger d$ the last term becomes $2d^\dagger d - d^\dagger d^\dagger d^2 = 2d^\dagger d$, so $F^2=1$.

In the code `h1` is $d^2=0$ and `h2` is $\{d,d^\dagger\}=2$. The expression `star d * h2 * d` multiplies the second equation by $d^\dagger$ on the left and by $d$ on the right. The `generalize` step replaces $c_i-c_j$ by a single letter, so that the expansion stays short.

```lean
/-- For distinct modes obeying the CAR, the difference mode absorbs a fermionic swap on its
right at the price of a sign. -/
theorem difference_mul_fswap {c : ι → R} (h : CAR c) {i j : ι} (hij : i ≠ j) :
    (c i - c j) * fswap c i j = -(c i - c j) := by
  obtain ⟨h1, h2⟩ := difference_mode h hij
  rw [fswap_eq]
  generalize c i - c j = d at h1 h2 ⊢
  linear_combination (norm := noncomm_ring) star d * h1 - h2 * d
```

In the same way,

$$dF = d - dd^\dagger d = d-(2-d^\dagger d)d = -d + d^\dagger d^2 = -d.$$

## Exchange of the modes

```lean
/-- Main theorem: for distinct modes `i`, `j` of a family obeying the CAR, conjugation by the
fermionic swap exchanges `c i` and `c j` and leaves every other mode unchanged. -/
theorem fswap_conj [DecidableEq ι] {c : ι → R} (h : CAR c) {i j : ι} (hij : i ≠ j) (k : ι) :
    fswap c i j * c k * fswap c i j = c (Equiv.swap i j k) := by
  have hd := difference_mul_fswap h hij
  -- moving the swap past an operator that anticommutes with the difference mode
  have key : ∀ x e : R, x * (c i - c j) + (c i - c j) * x = 0 →
      x * star (c i - c j) + star (c i - c j) * x = e →
      fswap c i j * x = x * fswap c i j + e * (c i - c j) := by
    intro x e h3 h4
    rw [fswap_eq]
    generalize c i - c j = d at h3 h4 ⊢
    linear_combination (norm := noncomm_ring) h4 * d - star d * h3
  have move : fswap c i j * c k = c (Equiv.swap i j k) * fswap c i j := by
    by_cases hki : k = i
    · have hk := key (c i) 1
        (by linear_combination (norm := noncomm_ring) h.sq i + h.sq i - h.anti i j hij)
        (by rw [star_sub]
            linear_combination (norm := noncomm_ring) h.mixed_self i - h.mixed i j hij)
      rw [hki, Equiv.swap_apply_left]
      linear_combination (norm := noncomm_ring) hk + hd
    · by_cases hkj : k = j
      · have hk := key (c j) (-1)
          (by linear_combination (norm := noncomm_ring) h.anti i j hij - h.sq j - h.sq j)
          (by rw [star_sub]
              linear_combination (norm := noncomm_ring) h.mixed j i hij.symm - h.mixed_self j)
        rw [hkj, Equiv.swap_apply_right]
        linear_combination (norm := noncomm_ring) hk - hd
      · have hk := key (c k) 0
          (by linear_combination (norm := noncomm_ring) h.anti k i hki - h.anti k j hkj)
          (by rw [star_sub]
              linear_combination (norm := noncomm_ring) h.mixed k i hki - h.mixed k j hkj)
        rw [Equiv.swap_apply_of_ne_of_ne hki hkj, hk, zero_mul, add_zero]
  rw [move, mul_assoc, fswap_sq h hij, mul_one]
```

`Equiv.swap i j` is the transposition $\sigma$ of $i$ and $j$, so the theorem reads $F c_k F = c_{\sigma(k)}$ for every $k$. This one formula contains both exchanges and the invariance of the other modes.

The local statement `key` moves $F$ past an operator $x$ that anticommutes with $d$. Write $e=\{x,d^\dagger\}$. Then

$$Fx = x - d^\dagger d x = x + d^\dagger x d = x + (e-xd^\dagger)d = xF + e\,d.$$

There are three cases, which the proof separates with `by_cases`:

- For $x=c_i$, $e=1$, and $Fc_i = c_iF + d = c_iF - dF = c_jF$.
- For $x=c_j$, $e=-1$, and $Fc_j = c_jF - d = c_jF + dF = c_iF$.
- For $x=c_k$ with $k$ different from both, $e=0$, and $Fc_k=c_kF$.

Together they form the statement `move`, $Fc_k=c_{\sigma(k)}F$. Multiplying by $F$ on the right and using $F^2=1$ finishes the proof.

```lean
/-- The fermionic sign: for distinct modes obeying the CAR, the swap multiplies the pair
creation operator `c i† c j†` by `-1`. -/
theorem fswap_mul_pair {c : ι → R} (h : CAR c) {i j : ι} (hij : i ≠ j) :
    fswap c i j * (star (c i) * star (c j)) = -(star (c i) * star (c j)) := by
  have hs := congrArg star (difference_mul_fswap h hij)
  rw [star_mul, (fswap_selfAdjoint c i j).star_eq, star_neg, star_sub] at hs
  have hb := congrArg star (h.sq j)
  rw [star_mul, star_zero] at hb
  linear_combination (norm := noncomm_ring) hs * star (c j) + fswap c i j * hb + hb
```

The adjoint of $dF=-d$ is $Fd^\dagger=-d^\dagger$, that is,

$$F(c_i^\dagger-c_j^\dagger) = -(c_i^\dagger-c_j^\dagger).$$

Multiply by $c_j^\dagger$ on the right. Since $(c_j^\dagger)^2=0$, what remains is $Fc_i^\dagger c_j^\dagger=-c_i^\dagger c_j^\dagger$, the sign expected when two fermions are exchanged. In the code `hs` is the adjoint equation and `hb` is $(c_j^\dagger)^2=0$.

## Relabelling a lattice Hamiltonian

```lean
/-- A lattice Hamiltonian with hopping amplitudes `t k l` and density-density
couplings `V k l`. -/
def hamiltonian {K : Type*} [CommRing K] [Algebra K R] [Fintype ι]
    (c : ι → R) (t V : ι → ι → K) : R :=
  ∑ k, ∑ l, t k l • (star (c k) * c l) +
    ∑ k, ∑ l, V k l • (star (c k) * c k * (star (c l) * c l))
```

For a finite set of modes this defines

$$H(t,V)=\sum_{k,l}t_{kl}\,c_k^\dagger c_l+\sum_{k,l}V_{kl}\,n_kn_l,\qquad n_k=c_k^\dagger c_k.$$

The symbol `•` multiplies an operator by a scalar from a commutative ring `K`, for instance the complex numbers. Both sums run over all ordered pairs, including $k=l$, and the interaction carries no factor $\tfrac12$: two distinct modes $k$ and $l$ are coupled with total strength $V_{kl}+V_{lk}$. Under the CAR $n_k^2=n_k$, so the on-site energy of mode $k$ is $t_{kk}+V_{kk}$. The couplings are arbitrary; $H$ need not be Hermitian.

```lean
/-- For distinct modes `i`, `j` of a family obeying the CAR, conjugating the lattice Hamiltonian
by the fermionic swap exchanges the labels `i` and `j` in all its couplings. -/
theorem fswap_conj_hamiltonian {K : Type*} [CommRing K] [Algebra K R] [Fintype ι]
    [DecidableEq ι] {c : ι → R} (h : CAR c) {i j : ι} (hij : i ≠ j) (t V : ι → ι → K) :
    fswap c i j * hamiltonian c t V * fswap c i j =
      hamiltonian c (fun k l => t (Equiv.swap i j k) (Equiv.swap i j l))
        (fun k l => V (Equiv.swap i j k) (Equiv.swap i j l)) := by
  have hmul : ∀ x y : R, fswap c i j * (x * y) * fswap c i j =
      (fswap c i j * x * fswap c i j) * (fswap c i j * y * fswap c i j) := by
    intro x y
    rw [show fswap c i j * x * fswap c i j * (fswap c i j * y * fswap c i j) =
      fswap c i j * x * (fswap c i j * fswap c i j) * (y * fswap c i j) by
        simp only [mul_assoc], fswap_sq h hij, mul_one]
    simp only [mul_assoc]
  have hstar : ∀ k, fswap c i j * star (c k) * fswap c i j = star (c (Equiv.swap i j k)) := by
    intro k
    rw [← fswap_conj h hij k, star_mul, star_mul, (fswap_selfAdjoint c i j).star_eq, mul_assoc]
  have hs : ∀ k, Equiv.swap i j (Equiv.swap i j k) = k := by
    intro k
    rw [← Equiv.Perm.mul_apply, Equiv.swap_mul_self, Equiv.Perm.one_apply]
  -- conjugate term by term, then relabel the summation indices
  simp only [hamiltonian, mul_add, add_mul, Finset.mul_sum, Finset.sum_mul, mul_smul_comm,
    smul_mul_assoc, hmul, hstar, fswap_conj h hij]
  congr 1
  all_goals
    refine Fintype.sum_equiv (Equiv.swap i j) _ _ fun k =>
      Fintype.sum_equiv (Equiv.swap i j) _ _ fun l => ?_
    simp only [hs]
```

The theorem says $F\,H(t,V)\,F=H(t',V')$ with $t'_{kl}=t_{\sigma(k)\sigma(l)}$ and $V'_{kl}=V_{\sigma(k)\sigma(l)}$.

Because $F^2=1$, conjugation respects products: $F(xy)F=(FxF)(FyF)$. This is `hmul`. The adjoint of the exchange formula gives $Fc_k^\dagger F=c_{\sigma(k)}^\dagger$, which is `hstar`. The hopping part therefore becomes

$$\sum_{k,l}t_{kl}\,c_{\sigma(k)}^\dagger c_{\sigma(l)}=\sum_{k,l}t_{\sigma(k)\sigma(l)}\,c_k^\dagger c_l,$$

where the second form renames the summation indices and uses $\sigma^2=1$, the statement `hs`. The interaction part is treated alike. In Lean the renaming is done by `Fintype.sum_equiv`, once for each index.

## Two modes as 4×4 matrices

```lean
/-- Integer entries of two annihilation operators in the occupation basis `00, 01, 10, 11`. -/
def modeEntries : Fin 2 → Matrix (Fin 4) (Fin 4) ℤ :=
  ![!![0, 0, 1, 0; 0, 0, 0, 1; 0, 0, 0, 0; 0, 0, 0, 0],
    !![0, 1, 0, 0; 0, 0, 0, 0; 0, 0, 0, -1; 0, 0, 0, 0]]
```

These are two annihilation operators, labelled 0 and 1, in the occupation basis $|00\rangle,|01\rangle,|10\rangle,|11\rangle$, with mode 0 as the first digit. Mode 1 carries the Jordan-Wigner sign: it sends $|11\rangle$ to $-|10\rangle$.

```lean
/-- Integer matrices read as complex matrices. -/
noncomputable def toComplex : Matrix (Fin 4) (Fin 4) ℤ →+* Matrix (Fin 4) (Fin 4) ℂ :=
  (Int.castRingHom ℂ).mapMatrix
```

This map reads an integer matrix as a complex one and respects sums and products.

```lean
/-- The two annihilation operators `modeEntries` as complex matrices. -/
noncomputable def twoModes (k : Fin 2) : Matrix (Fin 4) (Fin 4) ℂ :=
  toComplex (modeEntries k)
```

`twoModes` is the resulting pair of complex matrices, for which `star` is the conjugate transpose.

```lean
/-- The matrices `twoModes` obey the CAR, and their fermionic swap exchanges `01` and `10`,
fixes `00` and multiplies `11` by `-1`. -/
theorem fswap_witness : CAR twoModes ∧
    fswap twoModes 0 1 = !![1, 0, 0, 0; 0, 0, 1, 0; 0, 1, 0, 0; 0, 0, 0, -1] := by
  have hstar : ∀ M, star (toComplex M) = toComplex M.transpose := by
    intro M
    ext a b
    simp [toComplex, Matrix.star_apply]
  -- the relations between the integer matrices are decided by computation
  have h1 : ∀ i, modeEntries i * modeEntries i = 0 := by decide +kernel
  have h2 : ∀ i j, i ≠ j →
      modeEntries i * modeEntries j + modeEntries j * modeEntries i = 0 := by decide +kernel
  have h3 : ∀ i, modeEntries i * (modeEntries i).transpose +
      (modeEntries i).transpose * modeEntries i = 1 := by decide +kernel
  have h4 : ∀ i j, i ≠ j → modeEntries i * (modeEntries j).transpose +
      (modeEntries j).transpose * modeEntries i = 0 := by decide +kernel
  have h5 : 1 + (modeEntries 0).transpose * modeEntries 1 +
      (modeEntries 1).transpose * modeEntries 0 - (modeEntries 0).transpose * modeEntries 0 -
      (modeEntries 1).transpose * modeEntries 1 =
      !![1, 0, 0, 0; 0, 0, 1, 0; 0, 1, 0, 0; 0, 0, 0, -1] := by decide +kernel
  refine ⟨⟨fun i => ?_, fun i j hij => ?_, fun i => ?_, fun i j hij => ?_⟩, ?_⟩
  · simpa only [twoModes, map_mul, map_zero] using congrArg toComplex (h1 i)
  · simpa only [twoModes, map_add, map_mul, map_zero] using congrArg toComplex (h2 i j hij)
  · simpa only [twoModes, hstar, map_add, map_mul, map_one] using congrArg toComplex (h3 i)
  · simpa only [twoModes, hstar, map_add, map_mul, map_zero] using
      congrArg toComplex (h4 i j hij)
  · have hF : fswap twoModes 0 1 =
        toComplex !![1, 0, 0, 0; 0, 0, 1, 0; 0, 1, 0, 0; 0, 0, 0, -1] := by
      simpa only [fswap, twoModes, hstar, map_add, map_sub, map_mul, map_one] using
        congrArg toComplex h5
    rw [hF]
    ext a b
    fin_cases a <;> fin_cases b <;> simp [toComplex]

end FermionicSwap
```

The theorem states that the two matrices obey the CAR, so the hypothesis used throughout has a concrete realisation, and that

$$F=\begin{pmatrix}1&0&0&0\\0&0&1&0\\0&1&0&0\\0&0&0&-1\end{pmatrix}.$$

The identities are first decided for integer matrices, where equality can be computed (`decide +kernel`), and then carried over to the complex ones by `toComplex`.

The ordinary qubit swap has $+1$ in the last entry and is readily confused with $F$, since the two agree on all states with at most one particle. It does not exchange the fermionic modes: conjugating $c_0$ with it gives a matrix that sends $|11\rangle$ to $+|10\rangle$, whereas $c_1$ sends it to $-|10\rangle$.

The matrix form is established here for a register of two modes. To use it as a two-qubit gate in a longer register, one still has to check that the Jordan-Wigner strings cancel in $F$, which they do for modes adjacent in the ordering.

```lean
#print axioms FermionicSwap.fswap_conj
#print axioms FermionicSwap.fswap_mul_pair
#print axioms FermionicSwap.fswap_conj_hamiltonian
```

```
'FermionicSwap.fswap_conj' depends on axioms: [propext, Classical.choice, Quot.sound]
'FermionicSwap.fswap_mul_pair' depends on axioms: [propext, Classical.choice, Quot.sound]
'FermionicSwap.fswap_conj_hamiltonian' depends on axioms: [propext, Classical.choice, Quot.sound]
```
